# Guaranteed Residual Reduction for Full-History DIIS on a Linear Problem with Positive Quadratic Form

A self-consistent field calculation feeds a trial density into the effective Hamiltonian and gets a new density back. The difference, output minus input, is the residual, and at self-consistency it vanishes. Using each output as the next input can make the residual oscillate or grow. Pulay's DIIS instead combines stored trial vectors, with coefficients that sum to one and make the same combination of the stored residuals as small as possible, and takes the next step from there. Practical calculations usually store only a limited number of recent vectors; here all of them are kept. By how much must this minimized residual then fall from one step to the next?

Close to a solution the residual is approximately affine, and we take it to be exactly so: $r(x)=b-Ax$, with $A$ a linear map on a real inner product space. The combination of the stored residuals is then exactly the residual of the combined vector. If $J$ is the derivative of the input-to-output map, then $A=1-J$. Let $S_k$ be the affine hull of the trial vectors $x_0,\dots,x_k$, that is, all their combinations with coefficients summing to one. DIIS chooses $y_k\in S_k$ with the smallest $\|r(y_k)\|$ and sets $x_{k+1}=y_k+r(y_k)$. Suppose that for some $m,L>0$ and all $v$

$$\langle v,Av\rangle\ge m\|v\|^2,\qquad \|Av\|\le L\|v\|.$$

Then

$$\|r(y_{k+1})\|^2\le\Bigl(1-\frac{m^2}{L^2}\Bigr)\|r(y_k)\|^2 .$$

The constant $m$ says that the residual caused by any error $v$ points back against that error with at least a minimum strength. The constant $L$ limits how strongly the residual responds; it is large when a small change of density provokes a large one, as in charge sloshing. Both are assumed here, not derived from a Hamiltonian. $A$ need not be symmetric.

## A damped step as competitor

Write $r_k=r(y_k)$. Both $y_k$ and $x_{k+1}$ lie in $S_{k+1}$, so their difference $r_k=x_{k+1}-y_k$ is a direction of that space. Hence $y_k+t\,r_k\in S_{k+1}$ for every real $t$. Its residual is $r_k-tAr_k$, and for $t\ge0$

$$\begin{aligned}\|r_k-tAr_k\|^2&=\|r_k\|^2-2t\langle r_k,Ar_k\rangle+t^2\|Ar_k\|^2\\&\le(1-2tm+t^2L^2)\|r_k\|^2 .\end{aligned}$$

The bracket is smallest at $t=m/L^2$, where it equals $1-m^2/L^2$. Since $y_{k+1}$ does at least as well as any point of $S_{k+1}$, the claim follows.

In a nonzero space, $m\|v\|^2\le\langle v,Av\rangle\le L\|v\|^2$ gives $m\le L$, so the factor is nonnegative and the estimate can be iterated. As $S_0=\{x_0\}$ forces $y_0=x_0$,

$$\|r(y_k)\|^2\le\Bigl(1-\frac{m^2}{L^2}\Bigr)^k\|r(x_0)\|^2 .$$

In the zero space every residual vanishes and the bound is trivial.

## Exact solution in finite dimension

Let $d$ be a direction of $S_k$. The function $t\mapsto\|r(y_k+td)\|^2$ has its minimum at $t=0$, so its derivative there, $-2\langle r_k,Ad\rangle$, is zero. If $r_k$ were itself a direction of $S_k$, we could put $d=r_k$ and get $\langle r_k,Ar_k\rangle=0$. When $\langle v,Av\rangle>0$ for all $v\ne0$, this forces $r_k=0$.

A nonzero $r_k$ is therefore a new direction, and $\dim S_{k+1}>\dim S_k$. In dimension $n$, if $r_0,\dots,r_{n-1}$ are all nonzero, then $S_n$ is the whole space, $r_n$ is one of its directions, and $r_n=0$. If an earlier residual vanishes, minimality keeps all later ones at zero. Either way $r(y_n)=0$.

## A rotation that attains the bound

The following example is purely mathematical and does not model an actual SCF calculation. Take the complex plane as a real space, $A$ as multiplication by $1+i$, $b=1$ and $x_0=0$. Then $\langle v,Av\rangle=|v|^2$ and $|Av|=\sqrt2\,|v|$, so $m=1$, $L=\sqrt2$ and the factor is $1/2$. Plain iteration multiplies the residual by $1-A=-i$ and never shrinks it.

DIIS starts with $y_0=0$, $r_0=1$ and $x_1=1$. On the real axis $S_1$ the squared residual is $(1-s)^2+s^2$, which is smallest at $s=1/2$ with value $1/2$: equality in the estimate. Next, $r_1=(1-i)/2$ and $x_2=1-i/2$. Now $S_2$ is the whole plane, and $y_2=(1-i)/2$ solves the problem exactly.

## Residuals, spans and runs in Lean

The space `E` is any real inner product space, with $\mathbb R^n$ as a special case.

```lean
import Mathlib

open scoped InnerProductSpace

namespace PulayDIIS

noncomputable section

variable {E : Type*} [NormedAddCommGroup E] [InnerProductSpace ℝ E]
```

The residual has the sign convention used above.

```lean
/-- The residual `b - A x` of the linear fixed-point problem at the trial vector `x`. -/
def residual (A : E →ₗ[ℝ] E) (b x : E) : E := b - A x
```

`Set.Iic k` is the set of indices $0,\dots,k$, so `diisSpace x k` is $S_k$.

```lean
/-- The DIIS space after `k` steps: all combinations of `x 0, …, x k` with coefficients
summing to one. -/
def diisSpace (x : ℕ → E) (k : ℕ) : AffineSubspace ℝ E := affineSpan ℝ (x '' Set.Iic k)
```

A run is a pair of sequences satisfying three conditions: membership, minimality and the update rule. The minimizers are given as part of the run, and no algorithm computes them. The trial vectors may be affinely dependent, as they become after convergence. The entire history is kept and the minimization is exact, so truncated histories and rounding errors are not covered.

```lean
/-- A DIIS run with full history: `y k` minimizes the residual norm over the DIIS space, and
the next trial vector is `y k` plus its residual. -/
structure IsDIIS (A : E →ₗ[ℝ] E) (b : E) (x y : ℕ → E) : Prop where
  mem : ∀ k, y k ∈ diisSpace x k
  min : ∀ k, ∀ z ∈ diisSpace x k, ‖residual A b (y k)‖ ≤ ‖residual A b z‖
  step : ∀ k, x (k + 1) = y k + residual A b (y k)
```

Three facts about the spaces come first: $x_j\in S_k$ for $j\le k$, $S_k\subseteq S_{k+1}$, and $S_0=\{x_0\}$.

```lean
variable {A : E →ₗ[ℝ] E} {b : E} {x y : ℕ → E}

lemma mem_diisSpace {j k : ℕ} (h : j ≤ k) : x j ∈ diisSpace x k :=
  subset_affineSpan ℝ _ ⟨j, h, rfl⟩

lemma diisSpace_le_succ (x : ℕ → E) (k : ℕ) : diisSpace x k ≤ diisSpace x (k + 1) :=
  affineSpan_mono ℝ (Set.image_mono (Set.Iic_subset_Iic.2 (Nat.le_succ k)))

lemma mem_diisSpace_zero {z : E} : z ∈ diisSpace x 0 ↔ z = x 0 := by
  have h : x '' Set.Iic 0 = {x 0} := by
    ext w
    simp [eq_comm]
  rw [diisSpace, h, AffineSubspace.mem_affineSpan_singleton]
```

## The reduction estimate

The quadratic expansion is stated for an arbitrary base point `u`, direction `d` and step length `t`.

```lean
/-- The squared residual norm along a line through `u` is a quadratic in the step length. -/
lemma residual_line (A : E →ₗ[ℝ] E) (b u d : E) (t : ℝ) :
    ‖residual A b (t • d + u)‖ ^ 2 = ‖residual A b u‖ ^ 2
      - 2 * t * ⟪residual A b u, A d⟫_ℝ + t ^ 2 * ‖A d‖ ^ 2 := by
  have h : residual A b (t • d + u) = residual A b u - t • A d := by
    simp only [residual, map_add, map_smul]
    module
  rw [h, norm_sub_sq_real, inner_smul_right, norm_smul, mul_pow, Real.norm_eq_abs, sq_abs]
  ring
```

Subtracting $y_k$ from $x_{k+1}$ inside $S_{k+1}$ shows that $r_k$ is a direction there.

```lean
/-- The current residual is a direction of the next DIIS space. -/
lemma residual_mem_direction (h : IsDIIS A b x y) (k : ℕ) :
    residual A b (y k) ∈ (diisSpace x (k + 1)).direction := by
  have h1 := AffineSubspace.vsub_mem_direction (mem_diisSpace (x := x) (le_refl (k + 1)))
    (diisSpace_le_succ x k (h.mem k))
  rwa [h.step k, vsub_eq_sub, add_sub_cancel_left] at h1
```

In the main theorem, `hlow` and `hup` are the two bounds on $A$. The term `hz` places the damped point in $S_{k+1}$, and `h1` compares it with the minimizer. The bounds on $\|Ar_k\|^2$ and $\langle r_k,Ar_k\rangle$ enter through `h3` and `h4`, and `linarith` combines them.

```lean
/-- Guaranteed reduction: each DIIS step multiplies the squared residual norm by at most
`1 - m² / L²`. -/
theorem diis_reduction (h : IsDIIS A b x y) {m L : ℝ} (hm : 0 < m) (hL : 0 < L)
    (hlow : ∀ v, m * ‖v‖ ^ 2 ≤ ⟪v, A v⟫_ℝ) (hup : ∀ v, ‖A v‖ ≤ L * ‖v‖) (k : ℕ) :
    ‖residual A b (y (k + 1))‖ ^ 2 ≤ (1 - m ^ 2 / L ^ 2) * ‖residual A b (y k)‖ ^ 2 := by
  set r := residual A b (y k) with hr
  -- the damped step of length m / L² is an admissible competitor
  have hz := AffineSubspace.vadd_mem_of_mem_direction
    (Submodule.smul_mem _ (m / L ^ 2) (residual_mem_direction h k))
    (diisSpace_le_succ x k (h.mem k))
  have h1 := pow_le_pow_left₀ (norm_nonneg _) (h.min (k + 1) _ hz) 2
  rw [vadd_eq_add, residual_line, ← hr] at h1
  have h2 : ‖A r‖ ^ 2 ≤ L ^ 2 * ‖r‖ ^ 2 := by
    rw [← mul_pow]
    exact pow_le_pow_left₀ (norm_nonneg _) (hup r) 2
  have h3 := mul_le_mul_of_nonneg_left h2 (sq_nonneg (m / L ^ 2))
  have h4 := mul_le_mul_of_nonneg_left (hlow r) (show 0 ≤ m / L ^ 2 by positivity)
  have e3 : (m / L ^ 2) ^ 2 * (L ^ 2 * ‖r‖ ^ 2) = m ^ 2 / L ^ 2 * ‖r‖ ^ 2 := by
    field_simp
  have e4 : m / L ^ 2 * (m * ‖r‖ ^ 2) = m ^ 2 / L ^ 2 * ‖r‖ ^ 2 := by ring
  rw [e3] at h3
  rw [e4] at h4
  linarith
```

For an affine residual with full history and the two bounds on $A$, this guarantees convergence at least as fast as a rate fixed by $m/L$, even where the undamped iteration diverges. The actual convergence can be faster, as the exact solution at $y_2$ in the example shows. A nonlinear SCF map needs a further argument to control the error of the linearization.

The geometric bound follows by induction when the factor is nonnegative. The proof does not show $m\le L$; if the factor is negative, the one-step estimate itself forces every residual to vanish.

```lean
/-- After `k` DIIS steps the squared residual norm is at most `(1 - m² / L²) ^ k` times that of
the starting vector. -/
theorem diis_geometric (h : IsDIIS A b x y) {m L : ℝ} (hm : 0 < m) (hL : 0 < L)
    (hlow : ∀ v, m * ‖v‖ ^ 2 ≤ ⟪v, A v⟫_ℝ) (hup : ∀ v, ‖A v‖ ≤ L * ‖v‖) (k : ℕ) :
    ‖residual A b (y k)‖ ^ 2 ≤ (1 - m ^ 2 / L ^ 2) ^ k * ‖residual A b (x 0)‖ ^ 2 := by
  have hred := diis_reduction h hm hL hlow hup
  rw [← mem_diisSpace_zero.1 (h.mem 0)]
  rcases le_or_gt 0 (1 - m ^ 2 / L ^ 2) with hq | hq
  · induction k with
    | zero => simp
    | succ k ih =>
      calc _ ≤ _ := hred k
        _ ≤ _ := mul_le_mul_of_nonneg_left ih hq
        _ = _ := by ring
  · -- a negative factor is possible only if all residuals vanish
    have hz : ∀ j, ‖residual A b (y j)‖ ^ 2 = 0 := fun j => by
      nlinarith [hred j, sq_nonneg ‖residual A b (y (j + 1))‖, sq_nonneg ‖residual A b (y j)‖]
    rw [hz k, hz 0, mul_zero]
```

## Orthogonality and termination

The orthogonality proof replaces the derivative by one well-chosen step. With $c=\langle r_k,Ad\rangle$ and $s=c/(\|Ad\|^2+1)$, minimality at $y_k+sd$ gives $0\le-s^2(\|Ad\|^2+2)$. Hence $s=0$ and $c=0$, including the case $Ad=0$.

```lean
/-- The minimized residual is orthogonal to the image under `A` of every direction of the
DIIS space. -/
theorem diis_orthogonality (h : IsDIIS A b x y) (k : ℕ) {d : E}
    (hd : d ∈ (diisSpace x k).direction) : ⟪residual A b (y k), A d⟫_ℝ = 0 := by
  set c := ⟪residual A b (y k), A d⟫_ℝ with hc
  have ha : 0 ≤ ‖A d‖ ^ 2 := sq_nonneg _
  obtain ⟨s, hs⟩ : ∃ s : ℝ, c = s * (‖A d‖ ^ 2 + 1) :=
    ⟨c / (‖A d‖ ^ 2 + 1), by field_simp⟩
  have hz := AffineSubspace.vadd_mem_of_mem_direction (Submodule.smul_mem _ s hd) (h.mem k)
  have h1 := pow_le_pow_left₀ (norm_nonneg _) (h.min k _ hz) 2
  rw [vadd_eq_add, residual_line, ← hc, hs] at h1
  have h2 : s ^ 2 = 0 := by nlinarith [sq_nonneg s, mul_nonneg (sq_nonneg s) ha]
  rw [hs, pow_eq_zero_iff two_ne_zero |>.1 h2, zero_mul]
```

Termination assumes finite dimension and only strict positivity, `hpos`, with no constants. `hnew` says that a residual lying among the current directions is zero. `hdim` is the dimension count: at each $k$, either $r_k=0$ or the direction space has dimension at least $k$. At $k=n$ the second alternative makes it the whole space, and `hnew` finishes the proof.

```lean
/-- If `A` has positive quadratic form, then in dimension `n` the DIIS vector `y n` has zero
residual. -/
theorem diis_termination [FiniteDimensional ℝ E] (h : IsDIIS A b x y)
    (hpos : ∀ v, v ≠ 0 → 0 < ⟪v, A v⟫_ℝ) :
    residual A b (y (Module.finrank ℝ E)) = 0 := by
  -- a nonzero residual is never a direction already searched
  have hnew : ∀ k, residual A b (y k) ∈ (diisSpace x k).direction →
      residual A b (y k) = 0 := fun k hk => by
    by_contra hne
    exact (hpos _ hne).ne' (diis_orthogonality h k hk)
  have hdim : ∀ k, residual A b (y k) = 0 ∨
      k ≤ Module.finrank ℝ (diisSpace x k).direction := by
    intro k
    induction k with
    | zero => exact Or.inr (Nat.zero_le _)
    | succ k ih =>
      by_cases h0 : residual A b (y k) = 0
      · left
        have h1 := h.min (k + 1) _ (diisSpace_le_succ x k (h.mem k))
        rw [h0, norm_zero] at h1
        exact norm_le_zero_iff.1 h1
      · right
        have hlt : (diisSpace x k).direction < (diisSpace x (k + 1)).direction :=
          lt_of_le_of_ne (AffineSubspace.direction_le (diisSpace_le_succ x k))
            (fun e => h0 (hnew k (by rw [e]; exact residual_mem_direction h k)))
        have h1 := Submodule.finrank_lt_finrank_of_lt hlt
        have h2 := ih.resolve_left h0
        omega
  rcases hdim (Module.finrank ℝ E) with h0 | h0
  · exact h0
  · apply hnew
    rw [Submodule.eq_top_of_finrank_eq (le_antisymm (Submodule.finrank_le _) h0)]
    exact Submodule.mem_top
```

## The rotation example checked

The map and the two sequences are those computed by hand, continued as constants once the solution is reached.

```lean
/-- Multiplication by `1 + i` on the complex plane, as a real-linear map. -/
def spiral : ℂ →ₗ[ℝ] ℂ := LinearMap.mulLeft ℝ (⟨1, 1⟩ : ℂ)

/-- Trial vectors `0, 1, 1 - i/2`, then constantly `(1 - i)/2`. -/
def trialSeq : ℕ → ℂ
  | 0 => 0
  | 1 => 1
  | 2 => ⟨1, -1 / 2⟩
  | _ => ⟨1 / 2, -1 / 2⟩

/-- Mixed vectors `0, 1/2`, then constantly `(1 - i)/2`. -/
def mixedSeq : ℕ → ℂ
  | 0 => 0
  | 1 => ⟨1 / 2, 0⟩
  | _ => ⟨1 / 2, -1 / 2⟩
```

The real and imaginary parts of $Az$ give an explicit formula for the squared residual.

```lean
lemma spiral_re (z : ℂ) : (spiral z).re = z.re - z.im := by simp [spiral]

lemma spiral_im (z : ℂ) : (spiral z).im = z.re + z.im := by simp [spiral, add_comm]

lemma spiral_residual (z : ℂ) :
    ‖residual spiral 1 z‖ ^ 2 = (1 - z.re + z.im) ^ 2 + (z.re + z.im) ^ 2 := by
  rw [Complex.sq_norm, Complex.normSq_apply, residual, Complex.sub_re, Complex.sub_im,
    spiral_re, spiral_im, Complex.one_re, Complex.one_im]
  ring
```

Each condition for a run is checked at $k=0$, at $k=1$ and for all later $k$. Membership of $y_1$ uses the midpoint of $x_0$ and $x_1$; later it uses $y_k=x_2-\tfrac12(x_1-x_0)$. For minimality at $k=1$, induction over the affine span shows that $S_1$ lies in the real axis, and a completed square does the rest.

```lean
/-- The sequences above form a DIIS run for `spiral` and `b = 1`. -/
theorem spiral_isDIIS : IsDIIS spiral 1 trialSeq mixedSeq where
  mem
    | 0 => mem_diisSpace_zero.2 rfl
    | 1 => by
      have h := AffineSubspace.smul_vsub_vadd_mem (diisSpace trialSeq 1) (1 / 2 : ℝ)
        (mem_diisSpace (le_refl 1)) (mem_diisSpace zero_le_one) (mem_diisSpace zero_le_one)
      convert h using 1
      apply Complex.ext <;> simp [trialSeq, mixedSeq]
    | k + 2 => by
      have h := AffineSubspace.smul_vsub_vadd_mem (diisSpace trialSeq (k + 2)) (-1 / 2 : ℝ)
        (mem_diisSpace (show 1 ≤ k + 2 by omega)) (mem_diisSpace (show 0 ≤ k + 2 by omega))
        (mem_diisSpace (show 2 ≤ k + 2 by omega))
      convert h using 1
      have hy : mixedSeq (k + 2) = ⟨1 / 2, -1 / 2⟩ := rfl
      rw [hy]
      apply Complex.ext <;> norm_num [trialSeq]
  min k z hz := by
    apply (sq_le_sq₀ (norm_nonneg _) (norm_nonneg _)).1
    rw [spiral_residual, spiral_residual]
    match k, hz with
    | 0, hz => rw [mem_diisSpace_zero.1 hz]; exact le_refl _
    | 1, hz =>
      -- the first two trial vectors span the real axis
      have him : z.im = 0 := by
        refine affineSpan_induction (p := fun w : ℂ => w.im = 0) hz ?_ ?_
        · rintro _ ⟨j, hj, rfl⟩
          have hj' : j ≤ 1 := hj
          interval_cases j <;> simp [trialSeq]
        · intro c u v w hu hv hw
          simp [hu, hv, hw]
      simp only [mixedSeq, him]
      nlinarith [sq_nonneg (2 * z.re - 1)]
    | k + 2, _ =>
      simp only [mixedSeq]
      nlinarith [sq_nonneg (1 - z.re + z.im), sq_nonneg (z.re + z.im)]
  step
    | 0 => by simp [trialSeq, mixedSeq, residual]
    | 1 => by
      apply Complex.ext <;>
        norm_num [trialSeq, mixedSeq, residual, spiral_re, spiral_im]
    | k + 2 => by
      have hx : trialSeq (k + 2 + 1) = ⟨1 / 2, -1 / 2⟩ := rfl
      have hy : mixedSeq (k + 2) = ⟨1 / 2, -1 / 2⟩ := rfl
      rw [hx, hy]
      apply Complex.ext <;> norm_num [residual, spiral_re, spiral_im]
```

The last theorem collects the run, both bounds, the initial squared residual of one, and equality in the first step. For $m=1$ and $L=\sqrt2$, therefore, no smaller factor would hold in general.

```lean
/-- For this run the bounds hold with `m = 1` and `L = √2`, the initial residual has norm one,
and the first step attains equality in the reduction estimate. -/
theorem diis_reduction_witness :
    IsDIIS spiral 1 trialSeq mixedSeq ∧
    (∀ v, 1 * ‖v‖ ^ 2 ≤ ⟪v, spiral v⟫_ℝ) ∧ (∀ v, ‖spiral v‖ ≤ √2 * ‖v‖) ∧
    ‖residual spiral 1 (mixedSeq 0)‖ ^ 2 = 1 ∧
    ‖residual spiral 1 (mixedSeq 1)‖ ^ 2 =
      (1 - 1 ^ 2 / √2 ^ 2) * ‖residual spiral 1 (mixedSeq 0)‖ ^ 2 := by
  have h2 : √2 ^ 2 = (2 : ℝ) := Real.sq_sqrt (by norm_num)
  refine ⟨spiral_isDIIS, fun v => ?_, fun v => ?_, ?_, ?_⟩
  · rw [Complex.inner, Complex.sq_norm, Complex.normSq_apply, Complex.mul_re,
      Complex.conj_re, Complex.conj_im, spiral_re, spiral_im]
    linarith
  · apply (sq_le_sq₀ (norm_nonneg _) (by positivity)).1
    rw [mul_pow, h2, Complex.sq_norm, Complex.sq_norm, Complex.normSq_apply,
      Complex.normSq_apply, spiral_re, spiral_im]
    linarith
  · rw [spiral_residual]
    norm_num [mixedSeq]
  · rw [spiral_residual, spiral_residual, h2]
    norm_num [mixedSeq]

end

end PulayDIIS
```

```lean
#print axioms PulayDIIS.diis_reduction
-- 'PulayDIIS.diis_reduction' depends on axioms: [propext, Classical.choice, Quot.sound]
#print axioms PulayDIIS.diis_geometric
-- 'PulayDIIS.diis_geometric' depends on axioms: [propext, Classical.choice, Quot.sound]
#print axioms PulayDIIS.diis_termination
-- 'PulayDIIS.diis_termination' depends on axioms: [propext, Classical.choice, Quot.sound]
```
